# The propagator exp(−itH) of a bounded operator H multiplies an eigenvector of eigenvalue μ by exp(−itμ)

If a state is an eigenvector of a time-independent Hamiltonian, time evolution only multiplies it by a number, which is a pure phase when the eigenvalue is real. The theorem states this for a bounded linear operator H on a complex Hilbert space, possibly infinite-dimensional: if Hv = μv, then exp(−itH)v = exp(−itμ)v for every real t, in units with ħ = 1. H need not be self-adjoint, μ may be complex, and v need not be normalised and may even be zero. The proof shows by induction that powers of the operator act on v as powers of the eigenvalue, then compares the exponential series of the operator, applied to v, with that of the number.

The first attempt, which Lean rejects:

```lean
import Mathlib

namespace AnalogGroverSearch

noncomputable section

variable {V : Type*} [NormedAddCommGroup V] [InnerProductSpace ℂ V]

/-- The propagator `exp(-itH)`. -/
def propagator (H : V →L[ℂ] V) (t : ℝ) : V →L[ℂ] V :=
  NormedSpace.exp ((-(t * Complex.I) : ℂ) • H)

/-- If `H v = μ v`, the propagator multiplies `v` by `exp(-itμ)`. -/
theorem propagator_eigenvector [CompleteSpace V] (H : V →L[ℂ] V) (v : V) (μ : ℂ)
    (h : H v = μ • v) (t : ℝ) :
    propagator H t v = Complex.exp (-(t * Complex.I) * μ) • v := by
  unfold propagator
  generalize (-(t * Complex.I) : ℂ) = a
  have hA : (a • H) v = (a * μ) • v := by
    rw [ContinuousLinearMap.smul_apply, h, smul_smul]
  generalize a • H = A at hA ⊢
  generalize a * μ = c at hA ⊢
  -- powers of the operator act as powers of the eigenvalue
  have hpow : ∀ k : ℕ, (A ^ k) v = c ^ k • v := by
    intro k
    induction k with
    | zero => simp
    | succ k ih =>
      rw [pow_succ]
      change (A ^ k) (A v) = _
      rw [hA, map_smul, ih, smul_smul, pow_succ, mul_comm]
  -- compare the two exponential series term by term
  have h1 : HasSum (fun k : ℕ => ((k.factorial : ℂ)⁻¹ • A ^ k) v) (NormedSpace.exp A v) :=
    (ContinuousLinearMap.apply ℂ V v).hasSum
      (NormedSpace.exp_series_hasSum_exp' (𝕂 := ℂ) A)
  have h2 : HasSum (fun k : ℕ => ((k.factorial : ℂ)⁻¹ • c ^ k) • v) (Complex.exp c • v) := by
    rw [Complex.exp_eq_exp_ℂ]
    exact (NormedSpace.exp_series_hasSum_exp' (𝕂 := ℂ) c).smul_const v
  have h3 : (fun k : ℕ => ((k.factorial : ℂ)⁻¹ • A ^ k) v)
      = fun k : ℕ => ((k.factorial : ℂ)⁻¹ • c ^ k) • v := by
    funext k
    rw [ContinuousLinearMap.smul_apply, hpow, smul_assoc]
  rw [h3] at h1
  exact h1.unique h2

end

end AnalogGroverSearch
```

Messages:

```
Main.lean:20:8: warning: `ContinuousLinearMap.smul_apply` has been deprecated: Use `smul_apply` instead

Note: The updated constant is in a different namespace. Dot notation may need to be changed (e.g., from `x.smul_apply` to `smul_apply x`).
Main.lean:34:4: error: (deterministic) timeout at `whnf`, maximum number of heartbeats (200000) has been reached

Note: Use `set_option maxHeartbeats <num>` to set the limit.

Hint: Additional diagnostic information may be available using the `set_option diagnostics true` command.
```

Lean accepts the file once it reads:

```diff
@@ -18,5 +18,6 @@
   generalize (-(t * Complex.I) : ℂ) = a
   have hA : (a • H) v = (a * μ) • v := by
-    rw [ContinuousLinearMap.smul_apply, h, smul_smul]
+    change a • H v = _
+    rw [h, smul_smul]
   generalize a • H = A at hA ⊢
   generalize a * μ = c at hA ⊢
@@ -30,8 +31,15 @@
       change (A ^ k) (A v) = _
       rw [hA, map_smul, ih, smul_smul, pow_succ, mul_comm]
-  -- compare the two exponential series term by term
+  -- a convergent series of operators may be evaluated at `v` term by term
+  have key : ∀ (f : ℕ → V →L[ℂ] V) (B : V →L[ℂ] V), HasSum f B →
+      HasSum (fun k => f k v) (B v) := by
+    intro f B hf
+    have h := (ContinuousLinearMap.apply ℂ V v).hasSum hf
+    simpa only [ContinuousLinearMap.apply_apply] using h
+  have h0 : HasSum (fun k : ℕ => (k.factorial : ℂ)⁻¹ • A ^ k) (NormedSpace.exp A) :=
+    NormedSpace.exp_series_hasSum_exp' (𝕂 := ℂ) A
+  -- compare the two exponential series
   have h1 : HasSum (fun k : ℕ => ((k.factorial : ℂ)⁻¹ • A ^ k) v) (NormedSpace.exp A v) :=
-    (ContinuousLinearMap.apply ℂ V v).hasSum
-      (NormedSpace.exp_series_hasSum_exp' (𝕂 := ℂ) A)
+    key _ _ h0
   have h2 : HasSum (fun k : ℕ => ((k.factorial : ℂ)⁻¹ • c ^ k) • v) (Complex.exp c • v) := by
     rw [Complex.exp_eq_exp_ℂ]
@@ -40,5 +48,6 @@
       = fun k : ℕ => ((k.factorial : ℂ)⁻¹ • c ^ k) • v := by
     funext k
-    rw [ContinuousLinearMap.smul_apply, hpow, smul_assoc]
+    change (k.factorial : ℂ)⁻¹ • (A ^ k) v = _
+    rw [hpow, smul_assoc]
   rw [h3] at h1
   exact h1.unique h2
```

Cause. The error is a timeout in the term proving `h1`, which applies the evaluation map `ContinuousLinearMap.apply ℂ V v` to the exponential series. Lean had to match the general conclusion of `.hasSum`, written with that map, against a goal written as direct application to `v`. `whnf`, which unfolds terms during such matching, exhausted the heartbeat limit; the message does not say at which subterm.

The repair splits the work. `key` proves termwise evaluation for an arbitrary series `f` with sum `B`: its inner `h` is built without a prescribed type, and `simpa` with `ContinuousLinearMap.apply_apply` then turns the evaluation map into plain application. `h0` states the operator series separately, so `key _ _ h0` has only to join matching statements.

The warning says that `ContinuousLinearMap.smul_apply` is deprecated; it does not stop compilation. Replacing both uses by `change`, which restates the goal in a definitionally equal form, is tidying as far as the messages show, as is the reworded comment.
